# For an antisymmetric ψ with a fixed number of alpha spins and at least one beta spin, S₊ψ = 0 is an exchange condition on one spin component

Let ψ be an antisymmetric function of finitely many space-spin coordinates, supported on configurations with a fixed number of alpha spins. Take its spatial component Φ for one choice of that many alpha slots, and pick any beta slot. Then S₊ψ = 0 exactly when Φ equals the sum of the functions obtained from it by exchanging the position in that beta slot with the position in each alpha slot in turn.

For such functions, a spin condition on the many-electron state can thus be read from a single spatial function. If ψ ≠ 0, the condition says that the total spin equals its z-component.

## Configurations, components and the raising operator

The slots form a finite set `ι`, and positions lie in any set `X`, which may be ordinary space or a grid. All identities hold point by point; no inner product, normalisation or Hamiltonian enters.

In Lean 4 with Mathlib:

```lean
import Mathlib

open Finset

namespace YoungHighestWeight

noncomputable section

variable {ι X : Type*} [Fintype ι] [DecidableEq ι]
```

A configuration q gives each slot a position and a spin. For a permutation σ, q∘σ has the entry q(σ(i)) in slot i, and antisymmetry means ψ(q∘σ) = sgn(σ) ψ(q).

```lean
/-- The Pauli principle: a joint permutation of the space-spin coordinates multiplies the
wave function by the sign of the permutation. Spin `true` is alpha, `false` is beta. -/
def IsAntisymmetric (ψ : (ι → X × Bool) → ℂ) : Prop :=
  ∀ (σ : Equiv.Perm ι) (q : ι → X × Bool),
    ψ (q ∘ σ) = ((Equiv.Perm.sign σ : ℤ) : ℂ) * ψ q
```

Write n(q) for the number of alpha slots of q.

```lean
/-- The slots that carry alpha spin in the configuration `q`. -/
def alphaSlots (q : ι → X × Bool) : Finset ι :=
  univ.filter (fun i => (q i).2 = true)
```

A function has alpha count a if it vanishes wherever n(q) ≠ a. This fixes the z-component of the spin.

```lean
/-- The wave function is supported on configurations with exactly `a` alpha spins. -/
def HasAlphaCount (ψ : (ι → X × Bool) → ℂ) (a : ℕ) : Prop :=
  ∀ q, (alphaSlots q).card ≠ a → ψ q = 0
```

For a set A of slots, [A; x] denotes the configuration with positions x, alpha spin on A and beta spin elsewhere.

```lean
/-- The configuration with positions `x`, alpha spin on the slots in `A` and beta elsewhere. -/
def assign (A : Finset ι) (x : ι → X) : ι → X × Bool :=
  fun i => (x i, decide (i ∈ A))
```

The component on A is Φ(x) = ψ([A; x]). It is a value of ψ itself, with no combinatorial prefactor.

```lean
/-- The spatial component of `ψ` with alpha spin on the slots in `A` and beta elsewhere. -/
def component (ψ : (ι → X × Bool) → ℂ) (A : Finset ι) (x : ι → X) : ℂ :=
  ψ (assign A x)
```

Let qⁱ be q with the spin in slot i set to beta. Since S₊ turns beta into alpha, its amplitude at q comes from configurations with one alpha fewer. In units of ħ,

(S₊ψ)(q) = ∑ ψ(qⁱ), summed over the alpha slots i of q.

```lean
/-- The total spin raising operator `S₊` (in units of ħ): its value at `q` is the sum of `ψ` over
the configurations obtained from `q` by turning one alpha spin into beta. -/
def spinRaise (ψ : (ι → X × Bool) → ℂ) (q : ι → X × Bool) : ℂ :=
  ∑ i, if (q i).2 = true then ψ (Function.update q i ((q i).1, false)) else 0
```

## (a) Antisymmetry within each spin set

Let ψ be antisymmetric and let σ map A to A and its complement to itself. Show that

Φ(x∘σ) = sgn(σ) Φ(x).

**Solution.** In slot i, [A; x]∘σ has position x(σ(i)), and its spin is alpha exactly when σ(i) ∈ A, that is, when i ∈ A. Hence [A; x]∘σ = [A; x∘σ], and antisymmetry of ψ gives the sign. A transposition within either set gives −1.

The identity of configurations is `e` in the proof.

```lean
/-- The component of an antisymmetric function is multiplied by the sign of any permutation
that maps alpha slots to alpha slots and beta slots to beta slots. -/
theorem component_antisymm {ψ : (ι → X × Bool) → ℂ} (hψ : IsAntisymmetric ψ)
    {A : Finset ι} {σ : Equiv.Perm ι} (hσ : ∀ i, σ i ∈ A ↔ i ∈ A) (x : ι → X) :
    component ψ A (x ∘ σ) = ((Equiv.Perm.sign σ : ℤ) : ℂ) * component ψ A x := by
  have e : assign A x ∘ σ = assign A (x ∘ σ) := by
    funext i
    simp [assign, hσ i]
  unfold component
  rw [← e, hψ]
```

## (b) Raising preserves antisymmetry

For antisymmetric ψ and every permutation σ, show that

(S₊ψ)(q∘σ) = sgn(σ) (S₊ψ)(q).

**Solution.** Flipping slot i after the permutation is flipping slot σ(i) before it:

(q∘σ)ⁱ = q^σ(i) ∘ σ.

In slot i, both sides have beta spin and the position of q in slot σ(i), and they agree in every other slot because σ is injective. Each term therefore gives sgn(σ) ψ(q^σ(i)). Relabelling k = σ(i) turns the sum into (S₊ψ)(q).

Here `hup` is the flip identity, and `Equiv.sum_comp` does the relabelling.

```lean
/-- The raising operator preserves antisymmetry. -/
theorem spinRaise_antisymm {ψ : (ι → X × Bool) → ℂ} (hψ : IsAntisymmetric ψ) :
    IsAntisymmetric (spinRaise ψ) := by
  intro σ q
  -- flipping a spin after a permutation is flipping the permuted slot before it
  have hup : ∀ i, Function.update (q ∘ σ) i ((q (σ i)).1, false)
      = Function.update q (σ i) ((q (σ i)).1, false) ∘ σ := by
    intro i
    funext k
    by_cases h : k = i
    · rw [h]; simp
    · have h' : σ k ≠ σ i := fun e => h (σ.injective e)
      simp [h]
  calc spinRaise ψ (q ∘ σ)
      = ∑ i, ((Equiv.Perm.sign σ : ℤ) : ℂ) * (if (q (σ i)).2 = true then
          ψ (Function.update q (σ i) ((q (σ i)).1, false)) else 0) := by
        unfold spinRaise
        refine Finset.sum_congr rfl fun i _ => ?_
        simp only [Function.comp_apply]
        rw [hup, hψ σ]
        split_ifs <;> simp
    _ = ((Equiv.Perm.sign σ : ℤ) : ℂ) * spinRaise ψ q := by
        rw [← Finset.mul_sum]
        exact congrArg _ (Equiv.sum_comp σ (fun i => if (q i).2 = true then
          ψ (Function.update q i ((q i).1, false)) else 0))
```

## (c) One more alpha spin

Let ψ have alpha count a. Show that

(S₊ψ)(q) = 0 whenever n(q) ≠ a + 1.

**Solution.** If i is an alpha slot of q, then n(qⁱ) = n(q) − 1 ≠ a, so every term ψ(qⁱ) vanishes.

In the proof, flipping the spin erases i from `alphaSlots q`, and `omega` finishes the count.

```lean
/-- The raising operator increases the number of alpha spins by one. -/
theorem spinRaise_alphaCount {ψ : (ι → X × Bool) → ℂ} {a : ℕ} (hN : HasAlphaCount ψ a) :
    HasAlphaCount (spinRaise ψ) (a + 1) := by
  intro q hq
  unfold spinRaise
  refine Finset.sum_eq_zero fun i _ => ?_
  split_ifs with hi
  · apply hN
    have e : alphaSlots (Function.update q i ((q i).1, false)) = (alphaSlots q).erase i := by
      ext k
      by_cases h : k = i
      · rw [h]; simp [alphaSlots]
      · simp [alphaSlots, h]
    have hm : i ∈ alphaSlots q := by simp [alphaSlots, hi]
    have hc := Finset.card_erase_add_one hm
    rw [e]
    omega
  · rfl
```

## (d) A component of S₊ψ

Let ψ be antisymmetric and j ∉ A. Write (i j) for the transposition of i and j. Show that

(S₊ψ)([A ∪ {j}; x]) = Φ(x) − ∑ Φ(x∘(i j)), summed over i ∈ A.

**Solution.** By definition, the left side is the sum over i ∈ A ∪ {j} of ψ([(A ∪ {j}) ∖ {i}; x]). The term i = j is Φ(x).

For i ∈ A, put τ = (i j). The configuration in that term has beta on i and alpha on j, and

[(A ∪ {j}) ∖ {i}; x] = [A; x∘τ]∘τ.

In slot i the right side has position x(i) and beta spin; in slot j it has position x(j) and alpha spin; the other slots are unchanged. Antisymmetry makes the term −Φ(x∘τ).

The proof obtains the first sum as `h1`, separates the term j with `Finset.sum_insert`, and checks the exchanged configuration slot by slot in `e`.

```lean
/-- For antisymmetric `ψ` and a beta slot `j`, the component of `S₊ψ` with alpha spin on `A` and
`j` is the component of `ψ` on `A` minus the sum of its exchanges of `j` with the slots of `A`. -/
theorem spinRaise_assign {ψ : (ι → X × Bool) → ℂ} (hψ : IsAntisymmetric ψ)
    {A : Finset ι} {j : ι} (hj : j ∉ A) (x : ι → X) :
    component (spinRaise ψ) (insert j A) x
      = component ψ A x - ∑ i ∈ A, component ψ A (x ∘ Equiv.swap i j) := by
  have h1 : component (spinRaise ψ) (insert j A) x
      = ∑ i ∈ insert j A, ψ (assign ((insert j A).erase i) x) := by
    unfold component spinRaise
    rw [← Finset.sum_filter]
    refine Finset.sum_congr ?_ ?_
    · ext i
      simp [assign]
    · intro i _
      refine congrArg ψ ?_
      funext k
      by_cases h : k = i
      · rw [h]; simp [assign]
      · simp [assign, h]
  rw [h1, Finset.sum_insert hj, Finset.erase_insert hj, sub_eq_add_neg,
    ← Finset.sum_neg_distrib]
  refine congrArg₂ (· + ·) rfl (Finset.sum_congr rfl fun i hi => ?_)
  have hij : i ≠ j := fun h => hj (h ▸ hi)
  -- moving the beta spin from j to i is an exchange, which costs a sign
  have e : assign ((insert j A).erase i) x
      = assign A (x ∘ Equiv.swap i j) ∘ Equiv.swap i j := by
    funext k
    by_cases h : k = i
    · rw [h]; simp [assign, hj]
    · by_cases h' : k = j
      · rw [h']; simp [assign, hi, hij.symm]
      · simp [assign, h, h', Equiv.swap_apply_of_ne_of_ne h h']
  rw [e, hψ, Equiv.Perm.sign_swap hij]
  simp [component]
```

## (e) One component determines the vanishing of all

Let F be antisymmetric with F([B; x]) = 0 for all x. Show that

F(q) = 0 whenever n(q) = |B|.

**Solution.** Choose a bijection from B to the alpha slots of q and extend it to a permutation σ of all slots. Then σ(i) is an alpha slot of q exactly when i ∈ B, so q∘σ = [B; y], where y(i) is the position of q in slot σ(i). Hence

sgn(σ) F(q) = F(q∘σ) = F([B; y]) = 0,

and the sign is ±1.

`extendSubtype` supplies σ, and `hmap` shows by counting that it carries B onto all the alpha slots.

```lean
/-- If one spin component of an antisymmetric function vanishes, the function vanishes on every
configuration with the same number of alpha spins. -/
theorem eq_zero_of_component {F : (ι → X × Bool) → ℂ} (hF : IsAntisymmetric F)
    {B : Finset ι} (hB : ∀ x, component F B x = 0) (q : ι → X × Bool)
    (hq : (alphaSlots q).card = B.card) : F q = 0 := by
  -- a permutation carrying B onto the alpha slots of q
  let e : {i // i ∈ B} ≃ {i // i ∈ alphaSlots q} := Finset.equivOfCardEq hq.symm
  let σ : Equiv.Perm ι := e.extendSubtype
  have hmem : ∀ i ∈ B, σ i ∈ alphaSlots q := fun i hi => e.extendSubtype_mem i hi
  have hmap : B.map σ.toEmbedding = alphaSlots q := by
    apply Finset.eq_of_subset_of_card_le
    · intro k hk
      obtain ⟨i, hi, rfl⟩ := Finset.mem_map.mp hk
      exact hmem i hi
    · rw [Finset.card_map, hq]
  have hσ : ∀ i, (q (σ i)).2 = true ↔ i ∈ B := by
    intro i
    constructor
    · intro h
      have h' : σ i ∈ B.map σ.toEmbedding := by
        rw [hmap]
        simp [alphaSlots, h]
      obtain ⟨k, hk, hki⟩ := Finset.mem_map.mp h'
      exact σ.injective hki ▸ hk
    · intro h
      exact (Finset.mem_filter.mp (hmem i h)).2
  have hqσ : q ∘ σ = assign B (fun i => (q (σ i)).1) := by
    funext i
    refine Prod.ext rfl ?_
    change (q (σ i)).2 = decide (i ∈ B)
    rw [Bool.eq_iff_iff, decide_eq_true_iff]
    exact hσ i
  have h0 : ((Equiv.Perm.sign σ : ℤ) : ℂ) * F q = 0 := by
    rw [← hF σ q, hqσ]
    exact hB _
  rcases Int.units_eq_one_or (Equiv.Perm.sign σ) with h | h <;> simpa [h] using h0
```

## (f) The exchange condition

Let ψ be antisymmetric with alpha count |A|, and let j ∉ A. Show that S₊ψ = 0 if and only if, for all x,

Φ(x) = ∑ Φ(x∘(i j)), summed over i ∈ A.

**Solution.** If S₊ψ = 0, the left side of (d) is zero, which is the condition. Conversely, the condition and (d) make the component of S₊ψ on A ∪ {j} vanish. By (b) and (e), S₊ψ vanishes wherever n(q) = |A| + 1; by (c), it vanishes everywhere else.

The hypotheses `hψ`, `hN` and `hj` are antisymmetry, the alpha count and the presence of the beta slot j. With A the first a of a + b slots, `hj` requires b ≥ 1. The proof splits on the alpha count of q, as above.

```lean
/-- Let `ψ` be antisymmetric with as many alpha spins as `A` has slots, and let `j` be a slot
outside `A`. Then `S₊ψ = 0` exactly when the component of `ψ` with alpha spin on `A` equals the
sum of its exchanges of `j` with the slots of `A`. -/
theorem spinRaise_eq_zero_iff {ψ : (ι → X × Bool) → ℂ} (hψ : IsAntisymmetric ψ)
    {A : Finset ι} (hN : HasAlphaCount ψ A.card) {j : ι} (hj : j ∉ A) :
    spinRaise ψ = 0 ↔
      ∀ x, component ψ A x = ∑ i ∈ A, component ψ A (x ∘ Equiv.swap i j) := by
  constructor
  · intro h x
    have h1 := spinRaise_assign hψ hj x
    rw [h] at h1
    exact sub_eq_zero.mp h1.symm
  · intro h
    funext q
    by_cases hq : (alphaSlots q).card = A.card + 1
    · refine eq_zero_of_component (spinRaise_antisymm hψ) (B := insert j A) ?_ q ?_
      · intro x
        rw [spinRaise_assign hψ hj x]
        exact sub_eq_zero.mpr (h x)
      · rw [hq, Finset.card_insert_of_notMem hj]
    · exact spinRaise_alphaCount hN q hq
```

## (g) Two electrons

Let ψ be antisymmetric in two slots, 0 and 1, with alpha count 1, and let Φ have alpha on slot 0. Show that S₊ψ = 0 if and only if, for all positions x and y,

Φ(x, y) = Φ(y, x).

**Solution.** Take A = {0} and j = 1 in (f). The sum has one term, the exchange of the two positions. A nonzero ψ that satisfies this condition is a singlet.

The proof writes every position function as a pair `![u, v]` and applies (f).

```lean
/-- For an antisymmetric two-electron function with one alpha spin, `S₊ψ = 0` exactly when the
alpha-beta component is symmetric in the two positions. -/
theorem two_electron_iff {ψ : (Fin 2 → X × Bool) → ℂ} (hψ : IsAntisymmetric ψ)
    (hN : HasAlphaCount ψ 1) :
    spinRaise ψ = 0 ↔ ∀ x y, component ψ {0} ![x, y] = component ψ {0} ![y, x] := by
  have e : ∀ x y : X, ![x, y] ∘ Equiv.swap (0 : Fin 2) 1 = ![y, x] := by
    intro x y
    funext i
    fin_cases i <;> rfl
  have hN' : HasAlphaCount ψ ({0} : Finset (Fin 2)).card := hN
  rw [spinRaise_eq_zero_iff hψ hN' (j := 1) (by decide)]
  constructor
  · intro h x y
    have h1 := h ![x, y]
    rwa [Finset.sum_singleton, e] at h1
  · intro h x
    obtain ⟨u, v, rfl⟩ : ∃ u v, x = ![u, v] :=
      ⟨x 0, x 1, by funext i; fin_cases i <;> rfl⟩
    rw [Finset.sum_singleton, e]
    exact h u v

end

end YoungHighestWeight
```

```lean
#print axioms YoungHighestWeight.component_antisymm
#print axioms YoungHighestWeight.eq_zero_of_component
#print axioms YoungHighestWeight.two_electron_iff
```

```
'YoungHighestWeight.component_antisymm' depends on axioms: [propext, Classical.choice, Quot.sound]
'YoungHighestWeight.eq_zero_of_component' depends on axioms: [propext, Classical.choice, Quot.sound]
'YoungHighestWeight.two_electron_iff' depends on axioms: [propext, Classical.choice, Quot.sound]
```

## Determinants in variational Monte Carlo

Take a trial function that is a single determinant of alpha and beta orbitals, with no Jastrow factor. With spin labels fixed, a variational Monte Carlo calculation can evaluate its Φ, up to a constant factor, as an alpha determinant times a beta determinant. For alpha orbitals f, g and beta orbital h,

Φ(x, y, z) = [f(x)g(y) − g(x)f(y)] h(z).

The exchanges are Φ(z, y, x) and Φ(x, z, y). Subtracting both from Φ(x, y, z) gives the 3 × 3 determinant of f, g, h at x, y, z. It vanishes when h = f, the restricted open-shell case. If the three orbitals are linearly independent, it is not identically zero, and the unrestricted function is spin-contaminated.
